# Generalised equipartition: a continuous action on ℝⁿ, positive away from the origin and homogeneous of degree k > 0, has thermal mean n/(kβ)

A classical particle in a harmonic well at temperature \(T\) has a mean potential energy of \(k_BT/2\) per coordinate, whatever the stiffness of the well. Suppose the well is quartic instead, or couples its coordinates so that no normal modes exist. If the potential \(S\) is continuous, positive away from its minimum at the origin, and scales as \(S(ax)=a^kS(x)\) for \(a>0\), the mean is still fixed by counting:

\[
\langle S\rangle=\frac{n}{k\beta},\qquad \beta=\frac1{k_BT},
\]

for \(n\) coordinates. Here \(k>0\) is the degree of homogeneity, neither Boltzmann's constant nor a force constant. With \(\beta=1\) and \(S\) a dimensionless action, the mean is \(n/k\).

```lean
import Mathlib

open MeasureTheory Filter Topology

namespace GeneralisedEquipartition

noncomputable section
```

## Coordinates, action and thermal mean

A configuration is a point of \(\mathbb R^n\) with the Euclidean norm and Lebesgue measure.

```lean
/-- The configuration space of `n` real coordinates. -/
abbrev Config (n : ℕ) := EuclideanSpace ℝ (Fin n)
```

Four conditions are placed on \(S\): the degree \(k\) is a positive real number, \(S\) is continuous, \(S(x)>0\) for \(x\neq0\), and \(S(ax)=a^kS(x)\) for \(a>0\). Positivity means that the potential confines in every direction, with no free translation left over. Homogeneity means that it has no length scale of its own, which is an idealisation for most real potentials. Differentiability is not required.

```lean
/-- A continuous action (or potential) that is positive away from the origin and homogeneous
of real degree `k > 0` under dilations. -/
structure HomogeneousAction {n : ℕ} (k : ℝ) (S : Config n → ℝ) : Prop where
  kpos : 0 < k
  cont : Continuous S
  pos : ∀ x, x ≠ 0 → 0 < S x
  hom : ∀ a : ℝ, 0 < a → ∀ x, S (a • x) = a ^ k * S x
```

The derivation uses the unnormalised moments

\[
M_m(\beta)=\int S(x)^m e^{-\beta S(x)}\,dx,\qquad m=0,1,2,\dots,
\]

so that \(M_0\) is the configurational partition function. In Lean, \(M_m(\beta)\) is `moment S β m`.

```lean
/-- The unnormalised `m`-th moment of `S` under the weight `exp (-β S)`. -/
def moment {n : ℕ} (S : Config n → ℝ) (β : ℝ) (m : ℕ) : ℝ :=
  ∫ x, S x ^ m * Real.exp (-(β * S x))
```

The physical average of an observable \(f\) is the normalised quotient \(\langle f\rangle=M_0^{-1}\int f e^{-\beta S}dx\). That a real system, or a simulation trajectory, samples this weight is a physical assumption built into the definition.

```lean
/-- The mean of an observable `f` under the normalised weight `exp (-β S)`, for actions whose
partition function is finite and non-zero. -/
def thermalMean {n : ℕ} (S : Config n → ℝ) (β : ℝ) (f : Config n → ℝ) : ℝ :=
  (∫ x, f x * Real.exp (-(β * S x))) / ∫ x, Real.exp (-(β * S x))
```

## Growth away from the origin

On the unit sphere, which is compact, the continuous function \(S\) attains a minimum \(c>0\). For \(x\ne0\), homogeneity gives

\[
S(x)=\|x\|^k\,S\!\left(\frac{x}{\|x\|}\right)\ge c\,\|x\|^k .
\]

At the origin \(S(0)=2^kS(0)\) with \(2^k>1\), so \(S(0)=0\) and the bound holds there too. For \(n=0\) the sphere is empty and \(c=1\) serves; the proof treats this case first, so no theorem below needs \(n\ge1\).

```lean
variable {n : ℕ} {k β : ℝ} {S : Config n → ℝ}

/-- A homogeneous action grows at least like a positive constant times `‖x‖ ^ k`. -/
theorem HomogeneousAction.growth (hS : HomogeneousAction k S) :
    ∃ c > 0, ∀ x, c * ‖x‖ ^ k ≤ S x := by
  -- the action has a positive lower bound on the unit sphere
  have hmin : ∃ c > 0, ∀ y ∈ Metric.sphere (0 : Config n) 1, c ≤ S y := by
    rcases (Metric.sphere (0 : Config n) 1).eq_empty_or_nonempty with h | h
    · refine ⟨1, one_pos, fun y hy => ?_⟩
      rw [h] at hy
      exact absurd hy (Set.notMem_empty y)
    · obtain ⟨y, hy, hm⟩ :=
        (isCompact_sphere (0 : Config n) 1).exists_isMinOn h hS.cont.continuousOn
      refine ⟨S y, hS.pos y ?_, fun z hz => hm hz⟩
      rintro rfl
      simp at hy
  obtain ⟨c, hc, h⟩ := hmin
  refine ⟨c, hc, fun x => ?_⟩
  by_cases hx : x = 0
  · have h0 := hS.hom 2 two_pos 0
    rw [smul_zero] at h0
    have ht : 1 < (2 : ℝ) ^ k := Real.one_lt_rpow one_lt_two hS.kpos
    have hz : ((2 : ℝ) ^ k - 1) * S 0 = 0 := by linear_combination -h0
    have hS0 : S 0 = 0 := (mul_eq_zero.mp hz).resolve_left (by linarith)
    rw [hx, hS0, norm_zero, Real.zero_rpow hS.kpos.ne', mul_zero]
  · have hn : 0 < ‖x‖ := norm_pos_iff.mpr hx
    have hy := h (‖x‖⁻¹ • x) (by
      rw [mem_sphere_zero_iff_norm, norm_smul, norm_inv, norm_norm, inv_mul_cancel₀ hn.ne'])
    have e := hS.hom ‖x‖ hn (‖x‖⁻¹ • x)
    rw [smul_inv_smul₀ hn.ne'] at e
    rw [e, mul_comm c]
    exact mul_le_mul_of_nonneg_left hy (by positivity)
```

## Convergence of every moment

One term of the exponential series gives, for \(b>0\) and \(s\ge0\),

\[
s^N\le \frac{N!}{b^N}\,e^{bs}.
\]

Write \(r=\|x\|\) and choose an integer \(N\) with \(Nk\ge n+1\). Treating \(r\le1\) and \(r\ge1\) separately,

\[
(1+r)^{n+1}\le 2^{n+1}\left(1+r^{kN}\right).
\]

The exponential bound and the growth bound give \(r^{kN}\le \frac{N!}{(bc)^N}e^{bcr^k}\le\frac{N!}{(bc)^N}e^{bS(x)}\), and \(1\le e^{bS(x)}\). Therefore

\[
e^{-bS(x)}\le 2^{n+1}\left(1+\frac{N!}{(bc)^N}\right)(1+r)^{-(n+1)},
\]

and the right-hand side is integrable on \(\mathbb R^n\). For the higher moments, half of the exponent absorbs the power:

\[
S^me^{-\beta S}\le\frac{m!}{(\beta/2)^m}\,e^{-\beta S/2}.
\]

In the proof, `hexp` is the first inequality and `hw` the integrability of the bare weight. Both comparisons are made by `mono'`, with measurability supplied by continuity.

```lean
/-- For a homogeneous action and `β > 0`, all moment integrals converge. -/
theorem HomogeneousAction.integrable_moment (hS : HomogeneousAction k S) (hβ : 0 < β) (m : ℕ) :
    Integrable (fun x => S x ^ m * Real.exp (-(β * S x))) := by
  have hcont := hS.cont
  obtain ⟨c, hc, hg⟩ := hS.growth
  have hnn : ∀ x, 0 ≤ S x := fun x => le_trans (by positivity) (hg x)
  -- the exponential dominates every power
  have hexp : ∀ (b s : ℝ) (N : ℕ), 0 < b → 0 ≤ s →
      s ^ N ≤ (N.factorial : ℝ) / b ^ N * Real.exp (b * s) := by
    intro b s N hb hs
    have h := Real.pow_div_factorial_le_exp (b * s) (by positivity) N
    rw [div_le_iff₀ (by positivity), mul_pow] at h
    rw [div_mul_eq_mul_div, le_div_iff₀ (by positivity)]
    linarith
  -- the bare weight decays faster than an integrable power of the distance
  have hw : ∀ b : ℝ, 0 < b → Integrable (fun x => Real.exp (-(b * S x))) := by
    intro b hb
    obtain ⟨N, hN⟩ := exists_nat_ge (((n : ℝ) + 1) / k)
    rw [div_le_iff₀ hS.kpos] at hN
    have hint : Integrable (fun x : Config n => (1 + ‖x‖) ^ (-((n : ℝ) + 1))) :=
      integrable_one_add_norm (by rw [finrank_euclideanSpace_fin]; linarith)
    refine (hint.const_mul ((2 : ℝ) ^ ((n : ℝ) + 1) *
      (1 + (N.factorial : ℝ) / (b * c) ^ N))).mono'
      (Continuous.aestronglyMeasurable (by fun_prop)) (ae_of_all _ fun x => ?_)
    rw [Real.norm_eq_abs, abs_of_pos (Real.exp_pos _), Real.rpow_neg (by positivity),
      Real.exp_neg, ← div_eq_mul_inv, le_div_iff₀ (by positivity),
      inv_mul_le_iff₀ (Real.exp_pos _)]
    have ht : 0 ≤ ‖x‖ := norm_nonneg x
    have hq : 0 ≤ (‖x‖ ^ k) ^ N := by positivity
    have h1 : (1 + ‖x‖) ^ ((n : ℝ) + 1) ≤ 2 ^ ((n : ℝ) + 1) * (1 + (‖x‖ ^ k) ^ N) := by
      rcases le_total ‖x‖ 1 with h | h
      · exact (Real.rpow_le_rpow (by positivity) (by linarith) (by positivity)).trans
          (le_mul_of_one_le_right (by positivity) (by linarith))
      · have h2 : ‖x‖ ^ ((n : ℝ) + 1) ≤ (‖x‖ ^ k) ^ N := by
          rw [← Real.rpow_natCast, ← Real.rpow_mul ht]
          exact Real.rpow_le_rpow_of_exponent_le h (by linarith)
        calc (1 + ‖x‖) ^ ((n : ℝ) + 1) ≤ (2 * ‖x‖) ^ ((n : ℝ) + 1) :=
              Real.rpow_le_rpow (by positivity) (by linarith) (by positivity)
          _ = 2 ^ ((n : ℝ) + 1) * ‖x‖ ^ ((n : ℝ) + 1) := Real.mul_rpow (by norm_num) ht
          _ ≤ _ := mul_le_mul_of_nonneg_left (by linarith) (by positivity)
    have h3 : (‖x‖ ^ k) ^ N ≤ (N.factorial : ℝ) / (b * c) ^ N * Real.exp (b * S x) := by
      refine (hexp (b * c) _ N (by positivity) (by positivity)).trans
        (mul_le_mul_of_nonneg_left (Real.exp_le_exp.mpr ?_) (by positivity))
      rw [mul_assoc]
      exact mul_le_mul_of_nonneg_left (hg x) hb.le
    have h4 : 1 ≤ Real.exp (b * S x) := Real.one_le_exp (mul_nonneg hb.le (hnn x))
    calc _ ≤ _ := h1
      _ ≤ 2 ^ ((n : ℝ) + 1) * (Real.exp (b * S x) +
          (N.factorial : ℝ) / (b * c) ^ N * Real.exp (b * S x)) :=
        mul_le_mul_of_nonneg_left (add_le_add h4 h3) (by positivity)
      _ = _ := by ring
  -- half of the exponent absorbs the power of the action
  refine ((hw (β / 2) (by positivity)).const_mul ((m.factorial : ℝ) / (β / 2) ^ m)).mono'
    (Continuous.aestronglyMeasurable (by fun_prop)) (ae_of_all _ fun x => ?_)
  rw [Real.norm_of_nonneg (mul_nonneg (pow_nonneg (hnn x) _) (Real.exp_pos _).le)]
  refine (mul_le_mul_of_nonneg_right (hexp (β / 2) (S x) m (by positivity) (hnn x))
    (Real.exp_pos _).le).trans (le_of_eq ?_)
  rw [mul_assoc, ← Real.exp_add]
  congr 2
  ring
```

The weight is strictly positive everywhere and the whole space has positive measure, so \(M_0(\beta)>0\). The quotient defining \(\langle S\rangle\) is therefore a genuine average.

```lean
/-- The partition function of a homogeneous action is strictly positive for `β > 0`. -/
theorem HomogeneousAction.partition_pos (hS : HomogeneousAction k S) (hβ : 0 < β) :
    0 < ∫ x, Real.exp (-(β * S x)) := by
  have hi : Integrable (fun x => Real.exp (-(β * S x))) := by
    simpa only [pow_zero, one_mul] using hS.integrable_moment hβ 0
  rw [integral_pos_iff_support_of_nonneg (fun x => (Real.exp_pos _).le) hi]
  have hs : Function.support (fun x => Real.exp (-(β * S x))) = Set.univ :=
    Set.eq_univ_of_forall fun x => (Real.exp_pos _).ne'
  rw [hs]
  exact isOpen_univ.measure_pos volume Set.univ_nonempty
```

## Temperature dependence by dilation

Substitute \(y=\beta^{1/k}x\) in \(M_m(1)\). Then \(S(y)=\beta S(x)\) and \(dy=\beta^{n/k}dx\), so

\[
M_m(1)=\int S(y)^me^{-S(y)}dy=\beta^{n/k+m}M_m(\beta),
\]

that is,

\[
M_m(\beta)=\beta^{-(n/k+m)}M_m(1).
\]

The change of variables is `Measure.integral_comp_smul`. The auxiliary facts `hpow` and `hl` identify the Jacobian and the factor \(\beta^m\).

```lean
/-- Dilating the coordinates shows that, for `β > 0`, the `m`-th moment of a homogeneous action
scales as `β ^ (-(n / k + m))`. -/
theorem HomogeneousAction.moment_scaling (hS : HomogeneousAction k S) (hβ : 0 < β) (m : ℕ) :
    moment S β m = β ^ (-((n : ℝ) / k + m)) * moment S 1 m := by
  have ha : 0 < β ^ (1 / k) := by positivity
  have hak : (β ^ (1 / k)) ^ k = β := by
    rw [← Real.rpow_mul hβ.le, one_div_mul_cancel hS.kpos.ne', Real.rpow_one]
  have h := Measure.integral_comp_smul (volume : Measure (Config n))
    (fun x => S x ^ m * Real.exp (-(1 * S x))) (β ^ (1 / k))
  simp only [hS.hom _ ha, hak, finrank_euclideanSpace_fin, smul_eq_mul] at h
  have hpow : |((β ^ (1 / k)) ^ n)⁻¹| = β ^ (-((n : ℝ) / k)) := by
    rw [abs_of_pos (by positivity), ← Real.rpow_natCast, ← Real.rpow_mul hβ.le,
      ← Real.rpow_neg hβ.le]
    congr 1
    ring
  have hl : ∫ x, (β * S x) ^ m * Real.exp (-(1 * (β * S x))) = β ^ m * moment S β m := by
    unfold moment
    rw [← integral_const_mul]
    congr 1
    ext x
    rw [mul_pow, one_mul, mul_assoc]
  rw [hl, hpow] at h
  have hs : β ^ (-((n : ℝ) / k + m)) = β ^ (-((n : ℝ) / k)) / β ^ m := by
    rw [neg_add, ← sub_eq_add_neg, Real.rpow_sub hβ, Real.rpow_natCast]
  rw [hs, div_mul_eq_mul_div, eq_div_iff (by positivity), mul_comm (moment S β m)]
  exact h
```

## Temperature dependence by differentiation

Each derivative with respect to \(\beta\) brings down a factor \(-S\):

\[
\frac{dM_m}{d\beta}=-\int S^{m+1}e^{-\beta S}dx=-M_{m+1}(\beta).
\]

To justify the exchange of derivative and integral, let \(b\) range over \(b>\beta/2\), a neighbourhood of \(\beta\). There the differentiated integrand is bounded in absolute value by \(S^{m+1}e^{-\beta S/2}\), which does not depend on \(b\) and is integrable by the convergence result. This bound is `hbound`, the pointwise derivative is `hdiff`, and `key` applies the dominated-convergence theorem for derivatives.

```lean
/-- For a homogeneous action and `β > 0`, the derivative of the `m`-th moment with respect to
`β` is minus the next moment. -/
theorem HomogeneousAction.hasDerivAt_moment (hS : HomogeneousAction k S) (hβ : 0 < β) (m : ℕ) :
    HasDerivAt (fun b => moment S b m) (-moment S β (m + 1)) β := by
  have hcont := hS.cont
  obtain ⟨c, hc, hg⟩ := hS.growth
  have hnn : ∀ x, 0 ≤ S x := fun x => le_trans (by positivity) (hg x)
  have hbound : ∀ x, ∀ b ∈ Set.Ioi (β / 2), ‖-(S x ^ (m + 1) * Real.exp (-(b * S x)))‖ ≤
      S x ^ (m + 1) * Real.exp (-(β / 2 * S x)) := by
    intro x b hb
    rw [norm_neg, Real.norm_of_nonneg (mul_nonneg (pow_nonneg (hnn x) _) (Real.exp_pos _).le)]
    exact mul_le_mul_of_nonneg_left (Real.exp_le_exp.mpr (neg_le_neg
      (mul_le_mul_of_nonneg_right (Set.mem_Ioi.mp hb).le (hnn x)))) (pow_nonneg (hnn x) _)
  have hdiff : ∀ x, ∀ b ∈ Set.Ioi (β / 2),
      HasDerivAt (fun b => S x ^ m * Real.exp (-(b * S x)))
        (-(S x ^ (m + 1) * Real.exp (-(b * S x)))) b := by
    intro x b _
    exact ((((hasDerivAt_id' b).mul_const (S x)).fun_neg.exp).const_mul
      (S x ^ m)).congr_deriv (by ring)
  -- differentiate under the integral sign
  have key := hasDerivAt_integral_of_dominated_loc_of_deriv_le (μ := volume)
    (F := fun b x => S x ^ m * Real.exp (-(b * S x)))
    (F' := fun b x => -(S x ^ (m + 1) * Real.exp (-(b * S x))))
    (bound := fun x => S x ^ (m + 1) * Real.exp (-(β / 2 * S x)))
    (Ioi_mem_nhds (by linarith : β / 2 < β))
    (Eventually.of_forall fun b => Continuous.aestronglyMeasurable (by fun_prop))
    (hS.integrable_moment hβ m) (Continuous.aestronglyMeasurable (by fun_prop))
    (ae_of_all _ hbound) (hS.integrable_moment (by positivity) (m + 1)) (ae_of_all _ hdiff)
  simpa only [integral_neg, moment] using key.2
```

## The recursion between moments

Differentiating the scaling law instead gives

\[
\frac{dM_m}{d\beta}=-\left(\frac nk+m\right)\beta^{-(n/k+m)-1}M_m(1)
=-\frac{n/k+m}{\beta}\,M_m(\beta).
\]

A function has only one derivative at a point, so the two expressions agree:

\[
M_{m+1}(\beta)=\frac{n/k+m}{\beta}\,M_m(\beta).
\]

In Lean, `h3` carries the power-law derivative over to the moment, using the scaling law near \(\beta\), and `unique` equates the two derivatives.

```lean
/-- Successive moments of a homogeneous action at `β > 0` differ by the factor
`(n / k + m) / β`. -/
theorem HomogeneousAction.moment_succ (hS : HomogeneousAction k S) (hβ : 0 < β) (m : ℕ) :
    moment S β (m + 1) = ((n : ℝ) / k + m) / β * moment S β m := by
  have h2 := (Real.hasDerivAt_rpow_const (x := β) (p := -((n : ℝ) / k + m))
    (Or.inl hβ.ne')).mul_const (moment S 1 m)
  have h3 := h2.congr_of_eventuallyEq (f₁ := fun b => moment S b m)
    (Filter.eventually_of_mem (Ioi_mem_nhds hβ) fun b hb => hS.moment_scaling hb m)
  -- the two expressions for the derivative agree
  have h := (hS.hasDerivAt_moment hβ m).unique h3
  rw [Real.rpow_sub_one hβ.ne'] at h
  rw [hS.moment_scaling hβ m]
  linear_combination -h
```

## The mean and the variance

Setting \(m=0\) and dividing by \(M_0\) gives

\[
\langle S\rangle=\frac{M_1}{M_0}=\frac{n}{k\beta}.
\]

The theorem reads: if `S` is a homogeneous action of degree `k` and `β` is positive, the thermal mean of `S` at `β` is `n / (k * β)`. It fixes the total and does not divide it among coordinates, whereas the textbook equipartition theorem also evaluates averages such as \(\langle x_i\,\partial S/\partial x_j\rangle\).

In path-integral simulation the result applies to the harmonic spring energy of a free ring polymer once the centroid, whose displacement costs no spring energy, has been removed. Then \(n\) counts the coordinates that remain, and \(\beta\) is the factor that multiplies the spring energy in the sampled weight. An external potential generally breaks the homogeneity.

```lean
/-- Generalised equipartition: under the normalised weight `exp (-β S)` with `β > 0`, the mean of a
continuous action that is positive away from the origin and homogeneous of degree `k > 0` in `n`
coordinates is `n / (k β)`. -/
theorem generalised_equipartition (hS : HomogeneousAction k S) (hβ : 0 < β) :
    thermalMean S β S = n / (k * β) := by
  have h := hS.moment_succ hβ 0
  simp only [moment, zero_add, pow_one, pow_zero, one_mul, Nat.cast_zero, add_zero] at h
  rw [thermalMean, h, mul_div_assoc, div_self (hS.partition_pos hβ).ne', mul_one, div_div]
```

Setting \(m=1\) gives \(\langle S^2\rangle=\frac{n/k+1}{\beta}\langle S\rangle\), and hence

\[
\langle S^2\rangle-\langle S\rangle^2
=\frac{1}{\beta^2}\left[\frac nk\left(\frac nk+1\right)-\frac{n^2}{k^2}\right]
=\frac{n}{k\beta^2}.
\]

For \(n\ge1\) the relative standard deviation is therefore \(\sqrt{k/n}\), at every temperature.

```lean
/-- The variance of a homogeneous action under the normalised weight `exp (-β S)` with `β > 0`
is `n / (k β ^ 2)`. -/
theorem action_variance (hS : HomogeneousAction k S) (hβ : 0 < β) :
    thermalMean S β (fun x => S x ^ 2) - thermalMean S β S ^ 2 = n / (k * β ^ 2) := by
  have h := hS.moment_succ hβ 1
  simp only [moment, Nat.reduceAdd, pow_one, Nat.cast_one] at h
  have h2 : thermalMean S β (fun x => S x ^ 2) =
      ((n : ℝ) / k + 1) / β * thermalMean S β S := by
    simp only [thermalMean]
    rw [h, mul_div_assoc]
  rw [h2, generalised_equipartition hS hβ]
  ring
```

## Harmonic coordinates

For force constants \(\kappa_i>0\), take

\[
S(x)=\sum_i\frac{\kappa_i}{2}x_i^2 .
\]

This is continuous, and \(S(ax)=a^2S(x)\), so \(k=2\). If \(x\ne0\), some \(x_i\) is non-zero; its term is positive and the others are non-negative, so \(S(x)>0\). The general theorem then gives \(\langle S\rangle=n/(2\beta)\), or \(k_BT/2\) per coordinate on average, independent of the force constants. The Lean proof supplies these same conditions to `generalised_equipartition`.

```lean
/-- For `n` harmonic coordinates with positive force constants `κ i`, the mean potential energy
at inverse temperature `β > 0` is `n / (2 β)`. -/
theorem harmonic_equipartition (κ : Fin n → ℝ) (hκ : ∀ i, 0 < κ i) (hβ : 0 < β) :
    thermalMean (fun x : Config n => ∑ i, κ i / 2 * x i ^ 2) β
      (fun x => ∑ i, κ i / 2 * x i ^ 2) = n / (2 * β) := by
  refine generalised_equipartition ⟨two_pos, by fun_prop, fun x hx => ?_, fun a _ x => ?_⟩ hβ
  · obtain ⟨i, hi⟩ : ∃ i, x i ≠ 0 := by
      by_contra! h
      exact hx (by ext i; simpa using h i)
    exact Finset.sum_pos' (fun j _ => by have := hκ j; positivity)
      ⟨i, Finset.mem_univ i, by have := hκ i; positivity⟩
  · simp only [PiLp.smul_apply, smul_eq_mul, Real.rpow_two, Finset.mul_sum]
    exact Finset.sum_congr rfl fun i _ => by ring

end

end GeneralisedEquipartition
```

```lean
#print axioms GeneralisedEquipartition.generalised_equipartition
#print axioms GeneralisedEquipartition.action_variance
#print axioms GeneralisedEquipartition.harmonic_equipartition
```

```
'GeneralisedEquipartition.generalised_equipartition' depends on axioms: [propext, Classical.choice, Quot.sound]
'GeneralisedEquipartition.action_variance' depends on axioms: [propext, Classical.choice, Quot.sound]
'GeneralisedEquipartition.harmonic_equipartition' depends on axioms: [propext, Classical.choice, Quot.sound]
```
